# Overlapping windows on a chain with $-c/d^6$ pair energies: the limiting error per site is at most $c/(5r^5)$

## How much dispersion energy do overlapping windows miss?

Take $N$ equally spaced sites labelled $0,\dots,N-1$, with distances in units of the spacing. Sites $i<j$ interact through a pair energy $v(j-i)$, and I care about $v(d)=-c/d^6$ with $c>0$. The energy of any set of sites is the sum of $v$ over its pairs. For a fixed integer $r\ge 1$, I estimate the chain energy by adding the energies of all windows of $r+1$ consecutive sites and subtracting those of the $r$-site overlaps of neighbouring windows. The error is the estimate minus the energy of the whole chain.

My expectation is that pairs at distance up to $r$ are counted once and longer pairs are lost, so that the error per site tends, as $N\to\infty$, to $c\sum_{d>r}d^{-6}$, which comparison with an integral should bound by $c/(5r^5)$. Can this be made rigorous, including the ends of the chain, and is there a machine-checked proof?

## The estimate drops exactly the pairs beyond distance $r$

The expectation is right. For $c>0$ and $r\ge1$ the limit is $c\,T(r)$ with $T(r)=\sum_{d>r}d^{-6}$, and $c/(5(r+1)^5)\le c\,T(r)\le c/(5r^5)$. For every $N\ge r+1$ the error per site lies between $0$ and $c\,T(r)$.

Let $v$ be any function of the distance for now. Define
$$S(k)=v(1)+\dots+v(k),\qquad E(n)=\sum_{k=0}^{n-1}S(k).$$
In a segment of $n$ consecutive sites, the site with $k$ sites to its left interacts with them at distances $1,\dots,k$ and contributes $S(k)$. Each pair is counted once, at its right-hand site, so the segment has energy $E(n)$ wherever it starts, and $E(r+1)=E(r)+S(r)$.

For $N\ge r+1$ the windows start at $a=0,\dots,N-r-1$, which gives $N-r$ of them. The windows starting at $a-1$ and $a$ share the sites $a,\dots,a+r-1$, so the overlaps start at $a=1,\dots,N-r-1$ and number $N-r-1$. The estimate is
$$E_{\rm est}=(N-r)\,[E(r)+S(r)]-(N-r-1)\,E(r)=E(r)+(N-r)\,S(r).$$
For the exact energy, split off the first $r$ sites and use $S(r+k)=S(r)+\sum_{d=0}^{k-1}v(r+1+d)$:
$$E(N)=E(r)+\sum_{k=0}^{N-r-1}S(r+k)=E(r)+(N-r)\,S(r)+\sum_{k=0}^{N-r-1}\sum_{d=0}^{k-1}v(r+1+d).$$
The error $\Delta_N=E_{\rm est}-E(N)$ is therefore
$$\Delta_N=-\sum_{k=0}^{N-r-1}\ \sum_{d=0}^{k-1}v(r+1+d).$$
The index $k$ labels site $r+k$, and the inner sum runs over its left partners at distances $r+1,\dots,r+k$. These are all pairs of the chain at distance greater than $r$.

## The limit and the two bounds on the tail

Suppose $\sum_{d\ge0}v(r+1+d)=\tau$. Then $S(k)\to S(r)+\tau$. Dividing by $N$,
$$\frac{\Delta_N}{N}=\frac{E(r)-r\,S(r)}{N}+S(r)-\frac1N\sum_{k=0}^{N-1}S(k).$$
The first term is a constant divided by $N$ and vanishes as $N\to\infty$. The last is the running average of a convergent sequence and tends to the same limit $S(r)+\tau$. Hence $\Delta_N/N\to-\tau$, and for $v(d)=-c/d^6$ one has $\tau=-c\,T(r)$.

To bound $T(r)$, put $D(y)=\frac1{5y^5}-\frac1{5(y+1)^5}$ for real $y>0$, which is the integral of $t^{-6}$ from $y$ to $y+1$. Bringing terms to a common denominator gives
$$D(y)-\frac1{(y+1)^6}=\frac{15y^4+20y^3+15y^2+6y+1}{5y^5(y+1)^6},$$
$$\frac1{y^6}-D(y)=\frac{15y^4+40y^3+45y^2+24y+5}{5y^6(y+1)^5},$$
and both are positive, so $(y+1)^{-6}\le D(y)\le y^{-6}$ without any integration. For real $x>0$ the term $(x+1+k)^{-6}$ lies between $D(x+1+k)$ and $D(x+k)$, and summing over $k=0,\dots,n-1$ telescopes:
$$\frac1{5(x+1)^5}-\frac1{5(x+1+n)^5}\le\sum_{k=0}^{n-1}\frac1{(x+1+k)^6}\le\frac1{5x^5}-\frac1{5(x+n)^5}.$$
With $x=r\ge1$ the partial sums of positive terms stay below $1/(5r^5)$, so the series converges and $T(r)\le1/(5r^5)$. Letting $n\to\infty$ on the left gives $T(r)\ge1/(5(r+1)^5)$.

At finite $N\ge r+1$, the error is $\Delta_N=\sum_{k=0}^{N-r-1}c\sum_{d=0}^{k-1}(r+1+d)^{-6}$. Each inner sum lies between $0$ and $T(r)$, so $0\le\Delta_N\le(N-r)\,c\,T(r)\le N\,c\,T(r)$.

## Four sites with $r=2$

The windows are $\{0,1,2\}$ and $\{1,2,3\}$, each with energy $-2c-c/64$, and the overlap $\{1,2\}$ has energy $-c$. The estimate is $2(-2c-c/64)+c=-3c-c/32$. The chain has three pairs at distance 1, two at distance 2 and one at distance 3, so $E(4)=-3c-c/32-c/729$. The error is $c/729$, the one missing pair, and $\Delta_4/4=c/2916\approx0.00034\,c$. The limit for $r=2$ is $c\,T(2)\approx0.00172\,c$, between $c/1215\approx0.00082\,c$ and $c/160=0.00625\,c$. The four-site value lies below $c/1215$: the lower bound applies to the limit and not to short chains.

## The Lean file

```lean
import Mathlib

open Finset Filter Topology

namespace OverlappingWindowsDispersion

noncomputable section

/-- Energy of the `n` consecutive sites `a, …, a+n-1`: the sum of the pair energy `v (j - i)`
over all pairs `i < j` of the segment. -/
def segE (v : ℕ → ℝ) (a n : ℕ) : ℝ := ∑ j ∈ Ico a (a + n), ∑ i ∈ Ico a j, v (j - i)

/-- Interaction energy of one site with its `k` nearest neighbours on one side. -/
def fieldSum (v : ℕ → ℝ) (k : ℕ) : ℝ := ∑ d ∈ range k, v (d + 1)

/-- Fragment estimate on `N` sites: all windows of `r+1` consecutive sites minus the `r`-site
overlaps of neighbouring windows. -/
def estimate (v : ℕ → ℝ) (r N : ℕ) : ℝ :=
  ∑ a ∈ range (N - r), segE v a (r + 1) - ∑ a ∈ Ico 1 (N - r), segE v a r

/-- Error of the fragment estimate: estimate minus the energy of the whole chain. -/
def fragError (v : ℕ → ℝ) (r N : ℕ) : ℝ := estimate v r N - segE v 0 N

/-- Dispersion pair energy `-c / d^6` at distance `d`. -/
def london (c : ℝ) (d : ℕ) : ℝ := -c / (d : ℝ) ^ 6

/-- The sum of `d^(-6)` over the distances `d = r+1, r+2, …`. -/
def tail (r : ℕ) : ℝ := ∑' k : ℕ, 1 / ((r : ℝ) + 1 + k) ^ 6

/-- A segment's energy is the sum, over its sites, of the interaction with all sites to the left;
it does not depend on where the segment starts. -/
theorem segE_eq (v : ℕ → ℝ) (a n : ℕ) : segE v a n = ∑ k ∈ range n, fieldSum v k := by
  unfold segE fieldSum
  rw [sum_Ico_eq_sum_range, Nat.add_sub_cancel_left]
  refine sum_congr rfl fun k _ => ?_
  rw [sum_Ico_eq_sum_range, Nat.add_sub_cancel_left,
    ← sum_range_reflect (fun d => v (d + 1)) k]
  refine sum_congr rfl fun i hi => ?_
  have hi' := mem_range.1 hi
  have e : a + k - (a + i) = k - 1 - i + 1 := by omega
  simp only [e]

/-- The interaction with `r + k` neighbours splits into distances up to `r` and the distances
`r+1, …, r+k`. -/
theorem fieldSum_add (v : ℕ → ℝ) (r k : ℕ) :
    fieldSum v (r + k) = fieldSum v r + ∑ d ∈ range k, v (r + 1 + d) := by
  unfold fieldSum
  rw [sum_range_add _ r k]
  congr 1
  exact sum_congr rfl fun d _ => congrArg v (by omega)

/-- For `N ≥ r+1` the estimate is the energy of `r` sites plus `N - r` times the interaction of
one site with `r` neighbours. -/
theorem estimate_eq (v : ℕ → ℝ) {r N : ℕ} (h : r + 1 ≤ N) :
    estimate v r N = segE v 0 r + ((N : ℝ) - r) * fieldSum v r := by
  obtain ⟨m, rfl⟩ : ∃ m, N = r + (m + 1) := ⟨N - r - 1, by omega⟩
  unfold estimate
  simp only [segE_eq, Nat.add_sub_cancel_left, Nat.add_sub_cancel, sum_const, card_range,
    Nat.card_Ico, nsmul_eq_mul, sum_range_succ]
  push_cast
  ring

/-- For `N ≥ r+1` the error is minus the sum, over the sites `r + k` of the chain, of the pair
energies at distances `r+1, …, r+k`. -/
theorem fragError_eq (v : ℕ → ℝ) {r N : ℕ} (h : r + 1 ≤ N) :
    fragError v r N = -∑ k ∈ range (N - r), ∑ d ∈ range k, v (r + 1 + d) := by
  obtain ⟨m, rfl⟩ : ∃ m, N = r + m := ⟨N - r, by omega⟩
  unfold fragError
  rw [estimate_eq v h]
  simp only [segE_eq]
  rw [Nat.add_sub_cancel_left, sum_range_add _ r m]
  simp only [fieldSum_add, sum_add_distrib, sum_const, card_range, nsmul_eq_mul]
  push_cast
  ring

/-- If the pair energies at distances beyond `r` sum to `τ`, the error per site tends to `-τ`
as the chain grows. -/
theorem fragError_per_site_tendsto (v : ℕ → ℝ) (r : ℕ) (τ : ℝ)
    (hτ : HasSum (fun d => v (r + 1 + d)) τ) :
    Tendsto (fun N : ℕ => fragError v r N / N) atTop (𝓝 (-τ)) := by
  have h1 : Tendsto (fieldSum v) atTop (𝓝 (fieldSum v r + τ)) := by
    refine (tendsto_add_atTop_iff_nat r).1 ?_
    refine (hτ.tendsto_sum_nat.const_add (fieldSum v r)).congr fun n => ?_
    rw [add_comm n r, fieldSum_add]
  -- boundary term over N, plus `fieldSum v r`, minus the Cesàro mean of `fieldSum v` (the exact energy per site)
  have h2 := ((tendsto_const_div_atTop_nhds_zero_nat
    (segE v 0 r - r * fieldSum v r)).add_const (fieldSum v r)).sub h1.cesaro
  have e : 0 + fieldSum v r - (fieldSum v r + τ) = -τ := by ring
  rw [e] at h2
  refine h2.congr' ?_
  filter_upwards [eventually_ge_atTop (r + 1)] with N hN
  have hN0 : (N : ℝ) ≠ 0 := Nat.cast_ne_zero.2 (by omega)
  unfold fragError
  rw [estimate_eq v hN, segE_eq v 0 N]
  field_simp
  ring

/-- The difference `1/(5y^5) - 1/(5(y+1)^5)` lies between `(y+1)^(-6)` and `y^(-6)`. -/
theorem step_bounds {y : ℝ} (hy : 0 < y) :
    1 / (y + 1) ^ 6 ≤ 1 / (5 * y ^ 5) - 1 / (5 * (y + 1) ^ 5) ∧
      1 / (5 * y ^ 5) - 1 / (5 * (y + 1) ^ 5) ≤ 1 / y ^ 6 := by
  have h1 : 1 / (5 * y ^ 5) - 1 / (5 * (y + 1) ^ 5) - 1 / (y + 1) ^ 6
      = (15 * y ^ 4 + 20 * y ^ 3 + 15 * y ^ 2 + 6 * y + 1) / (5 * y ^ 5 * (y + 1) ^ 6) := by
    field_simp
    ring
  have h2 : 1 / y ^ 6 - (1 / (5 * y ^ 5) - 1 / (5 * (y + 1) ^ 5))
      = (15 * y ^ 4 + 40 * y ^ 3 + 45 * y ^ 2 + 24 * y + 5) / (5 * y ^ 6 * (y + 1) ^ 5) := by
    field_simp
    ring
  exact ⟨sub_nonneg.1 (by rw [h1]; positivity), sub_nonneg.1 (by rw [h2]; positivity)⟩

/-- Two-sided bounds on the sum of `d^(-6)` over the `n` distances `x+1, …, x+n`. -/
theorem partial_bounds {x : ℝ} (hx : 0 < x) (n : ℕ) :
    1 / (5 * (x + 1) ^ 5) - 1 / (5 * (x + 1 + n) ^ 5) ≤ ∑ k ∈ range n, 1 / (x + 1 + k) ^ 6 ∧
      ∑ k ∈ range n, 1 / (x + 1 + k) ^ 6 ≤ 1 / (5 * x ^ 5) - 1 / (5 * (x + n) ^ 5) := by
  induction n with
  | zero => simp
  | succ n ih =>
    have hu := (step_bounds (y := x + n) (by positivity)).1
    have hl := (step_bounds (y := x + 1 + n) (by positivity)).2
    rw [show x + n + 1 = x + 1 + n by ring] at hu
    rw [sum_range_succ]
    push_cast
    rw [← add_assoc (x + 1), show x + ((n : ℝ) + 1) = x + 1 + n by ring]
    exact ⟨by linarith [ih.1], by linarith [ih.2]⟩

/-- For `r ≥ 1` the sum of `d^(-6)` over `d > r` converges and lies between `1/(5(r+1)^5)` and
`1/(5r^5)`. -/
theorem tail_bounds {r : ℕ} (hr : 1 ≤ r) :
    Summable (fun k : ℕ => 1 / ((r : ℝ) + 1 + k) ^ 6) ∧
      1 / (5 * ((r : ℝ) + 1) ^ 5) ≤ tail r ∧ tail r ≤ 1 / (5 * (r : ℝ) ^ 5) := by
  have hx : (0 : ℝ) < r := Nat.cast_pos.2 (by omega)
  have hle : ∀ n : ℕ, ∑ k ∈ range n, 1 / ((r : ℝ) + 1 + k) ^ 6 ≤ 1 / (5 * (r : ℝ) ^ 5) :=
    fun n => (partial_bounds hx n).2.trans (sub_le_self _ (by positivity))
  have hs : Summable (fun k : ℕ => 1 / ((r : ℝ) + 1 + k) ^ 6) :=
    summable_of_sum_range_le (fun n => by positivity) hle
  refine ⟨hs, ?_, le_of_tendsto' hs.hasSum.tendsto_sum_nat hle⟩
  -- the far end of the telescoped lower bound vanishes
  have t1 : Tendsto (fun n : ℕ => (r : ℝ) + 1 + n) atTop atTop :=
    tendsto_atTop_add_const_left _ _ tendsto_natCast_atTop_atTop
  have t2 : Tendsto (fun y : ℝ => y ^ 5) atTop atTop := tendsto_pow_atTop (by norm_num)
  have t3 : Tendsto (fun n : ℕ => 5 * ((r : ℝ) + 1 + n) ^ 5) atTop atTop :=
    Tendsto.const_mul_atTop (by norm_num) (t2.comp t1)
  have t4 : Tendsto (fun n : ℕ => 1 / (5 * ((r : ℝ) + 1 + n) ^ 5)) atTop (𝓝 0) :=
    tendsto_const_nhds.div_atTop t3
  have h : 1 / (5 * ((r : ℝ) + 1) ^ 5) - 0 ≤ tail r :=
    le_of_tendsto' (t4.const_sub _) fun n =>
      (partial_bounds hx n).1.trans (hs.sum_le_tsum _ fun _ _ => by positivity)
  linarith

/-- For pair energies `-c/d^6` with `c > 0` and `r ≥ 1`, the error per site tends to `c` times
the sum of `d^(-6)` over `d > r`, which lies between `c/(5(r+1)^5)` and `c/(5r^5)`. -/
theorem london_error_per_site {c : ℝ} (hc : 0 < c) {r : ℕ} (hr : 1 ≤ r) :
    Tendsto (fun N : ℕ => fragError (london c) r N / N) atTop (𝓝 (c * tail r)) ∧
      c / (5 * ((r : ℝ) + 1) ^ 5) ≤ c * tail r ∧ c * tail r ≤ c / (5 * (r : ℝ) ^ 5) := by
  obtain ⟨hs, hl, hu⟩ := tail_bounds hr
  have e : (fun d : ℕ => london c (r + 1 + d))
      = fun d : ℕ => -c * (1 / ((r : ℝ) + 1 + d) ^ 6) := by
    funext d
    unfold london
    push_cast
    ring
  have hsum : HasSum (fun d : ℕ => london c (r + 1 + d)) (-c * tail r) := by
    rw [e]
    exact hs.hasSum.mul_left (-c)
  have h := fragError_per_site_tendsto (london c) r _ hsum
  rw [show -(-c * tail r) = c * tail r by ring] at h
  refine ⟨h, ?_, ?_⟩
  · rw [div_eq_mul_one_div]
    exact mul_le_mul_of_nonneg_left hl hc.le
  · rw [div_eq_mul_one_div]
    exact mul_le_mul_of_nonneg_left hu hc.le

/-- For pair energies `-c/d^6` with `c > 0`, `r ≥ 1` and any `N ≥ r+1`, the error per site lies
between zero and `c` times the sum of `d^(-6)` over `d > r`. -/
theorem london_error_finite {c : ℝ} (hc : 0 < c) {r N : ℕ} (hr : 1 ≤ r) (h : r + 1 ≤ N) :
    0 ≤ fragError (london c) r N / N ∧ fragError (london c) r N / N ≤ c * tail r := by
  have hs := (tail_bounds hr).1
  have hN : (0 : ℝ) < N := Nat.cast_pos.2 (by omega)
  have he : fragError (london c) r N
      = ∑ k ∈ range (N - r), c * ∑ d ∈ range k, 1 / ((r : ℝ) + 1 + d) ^ 6 := by
    rw [fragError_eq _ h, ← sum_neg_distrib]
    refine sum_congr rfl fun k _ => ?_
    rw [mul_sum, ← sum_neg_distrib]
    refine sum_congr rfl fun d _ => ?_
    unfold london
    push_cast
    ring
  have ht : 0 ≤ c * tail r := mul_nonneg hc.le (tsum_nonneg fun _ => by positivity)
  have hsub : ((N - r : ℕ) : ℝ) ≤ N := by exact_mod_cast Nat.sub_le N r
  rw [he]
  refine ⟨by positivity, ?_⟩
  rw [div_le_iff₀ hN]
  -- each site misses at most the full tail
  calc _ ≤ ∑ k ∈ range (N - r), c * tail r :=
        sum_le_sum fun k _ =>
          mul_le_mul_of_nonneg_left (hs.sum_le_tsum _ fun _ _ => by positivity) hc.le
    _ = c * tail r * ((N - r : ℕ) : ℝ) := by
        rw [sum_const, card_range, nsmul_eq_mul, mul_comm]
    _ ≤ c * tail r * N := mul_le_mul_of_nonneg_left hsub ht

end

end OverlappingWindowsDispersion
```

```lean
#print axioms OverlappingWindowsDispersion.fragError_per_site_tendsto
-- 'OverlappingWindowsDispersion.fragError_per_site_tendsto' depends on axioms: [propext, Classical.choice, Quot.sound]
#print axioms OverlappingWindowsDispersion.london_error_per_site
-- 'OverlappingWindowsDispersion.london_error_per_site' depends on axioms: [propext, Classical.choice, Quot.sound]
#print axioms OverlappingWindowsDispersion.london_error_finite
-- 'OverlappingWindowsDispersion.london_error_finite' depends on axioms: [propext, Classical.choice, Quot.sound]
```

## How the definitions and theorems read

Sites and distances are natural numbers, and a pair energy is a function `v : ℕ → ℝ`, so translation invariance is built into the type. `segE v a n` is the double sum over `j ∈ Ico a (a + n)` and `i ∈ Ico a j` of `v (j - i)`. `Ico` includes its lower end and excludes its upper end, so each pair $i<j$ of the sites $a,\dots,a+n-1$ appears once and only distances $d\ge1$ occur. `fieldSum v k` is $S(k)$. In `estimate`, `range (N - r)` lists the window starts $0,\dots,N-r-1$ and `Ico 1 (N - r)` the overlap starts $1,\dots,N-r-1$. `fragError` is $\Delta_N$, with the sign estimate minus exact, so lost attraction gives a positive error. `london c d` is $-c/d^6$, and `tail r` is $T(r)$ written with $d=r+1+k$, $k\ge0$.

`london_error_per_site` takes `0 < c` and `1 ≤ r` and states that `fragError (london c) r N / N` tends to `c * tail r` along `atTop`, that is as $N\to\infty$ at fixed $r$, together with the lower and the upper bound on `c * tail r`. `london_error_finite` adds `r + 1 ≤ N` and states $0\le\Delta_N/N\le c\,T(r)$. That hypothesis says that at least one window fits: for $N\le r$ the natural-number difference `N - r` is zero and the estimate is an empty sum. The condition $r\ge1$ matters for the upper bound, since at $r=0$ Lean evaluates $c/(5\cdot0^5)$ as $0$, while `c * tail 0` is positive.

The constant $c$ is postulated. It stands for a dispersion coefficient $C_6$ divided by the sixth power of the site spacing, and $c>0$ makes the interaction attractive. The model is a one-dimensional, equally spaced, open chain of identical sites with a strictly pairwise additive energy. There are no one-site energies, no three-body terms, no short-range damping of $d^{-6}$ and no changes from cutting bonds at fragment ends. No rate of convergence in $N$ is stated. The general theorem `fragError_per_site_tendsto` assumes `HasSum (fun d => v (r + 1 + d)) τ`, which for real terms means absolute convergence, so conditionally convergent tails are excluded there.

Fragment schemes in electronic structure that add overlapping subsystems and subtract their intersections take this form on a linear chain when the subsystems are all windows of $r+1$ consecutive sites. In the pairwise additive chain model, and with no separate term added for distant pairs, the result quantifies what such an estimate loses of a $d^{-6}$ interaction: an error that is asymptotically proportional to $N$ as $N\to\infty$, with a limiting coefficient between $c/(5(r+1)^5)$ and $c/(5r^5)$. The ratio of these bounds is $(r/(r+1))^5$, which approaches $1$ for large $r$; that last limit is an observation about the two bounds and is not among the theorems of the file.

One slip deserves attention. Writing the overlaps as a sum over `range (N - r)`, like the windows, subtracts $N-r$ overlaps instead of $N-r-1$. This shifts the estimate by the constant $-E(r)$, which vanishes after division by $N$, so the limit statement would not reveal it, and for $r=1$ it is invisible because $E(1)=0$. The finite bound is sensitive to it: in the four-site example the error per site would become $(c+c/729)/4\approx0.25\,c$, far above $c\,T(2)$.

## How the proofs follow the derivation

`segE_eq` is the statement that a segment has energy $E(n)$. Two uses of `sum_Ico_eq_sum_range` shift both indices to start at zero, so the right-hand site is `a + k` and its partner `a + i`. `sum_range_reflect` reverses the order of the distances, and `omega` confirms `a + k - (a + i) = k - 1 - i + 1` for $i<k$. `fieldSum_add` is the splitting of $S(r+k)$.

`estimate_eq` writes $N=r+(m+1)$ so that the counts $m+1$ and $m$ carry no truncated subtraction. After `segE_eq` the summands no longer depend on $a$, `sum_const` turns the sums into counts times energies, `sum_range_succ` supplies $E(r+1)=E(r)+S(r)$, and `ring` finishes. `fragError_eq` writes $N=r+m$, splits $E(N)$ at $r$ with `sum_range_add`, inserts `fieldSum_add` and cancels.

In `fragError_per_site_tendsto`, `h1` is $S(k)\to S(r)+\tau$, obtained by shifting the index by $r$. `h2` assembles the three-term formula for $\Delta_N/N$: `tendsto_const_div_atTop_nhds_zero_nat` removes the end term and `h1.cesaro` gives the limit of the running average. That formula holds for $N\ge r+1$, and `filter_upwards [eventually_ge_atTop (r + 1)]` restricts to those $N$, which suffices for a limit.

`step_bounds` proves the two polynomial identities by `field_simp` and `ring`, and their signs by `positivity`. `partial_bounds` does the telescoping by induction on $n$, using the first inequality at `x + n` and the second at `x + 1 + n`. In `tail_bounds`, `hle` discards the negative end term of the upper bound, `summable_of_sum_range_le` gives convergence, and `le_of_tendsto'` passes to the limit. The chain `t1` to `t4` shows $1/(5(r+1+n)^5)\to0$, and the lower bound follows because each partial sum is at most the full sum.

`london_error_per_site` rewrites the tail terms as $-c$ times $(r+1+d)^{-6}$, applies the general limit with $\tau=-c\,T(r)$, and multiplies the tail bounds by $c\ge0$. `london_error_finite` brings the error into the form `he`, reads off non-negativity, and bounds it in the `calc` block in three steps: each site misses at most $c\,T(r)$, there are $N-r$ such sites, and $N-r\le N$.
